# The contact condition at one of two point scatterers as a linear equation between the amplitudes

Two point scatterers sit at distinct points `R₁` and `R₂` of three-dimensional space, and the wave is the unnormalised sum of exp(-κr)/r terms around them, with real amplitudes `c₁` and `c₂`. The Bethe-Peierls condition with scattering length `a` asks that near `R₁` the wave behave as `c₁`(1/r - 1/`a`), up to terms that vanish with r. `contact_iff` states that this holds exactly when (κ - 1/`a`)`c₁` = `c₂` exp(-κd)/d, where d is the distance between the scatterers; the condition at `R₂` is not imposed. The proof takes from `wave_regular_part` the limit of the wave at `R₁` after `c₁`/r is removed, and compares it with the limit -`c₁`/`a` that the condition demands. Uniqueness of limits gives one direction, and rewriting the limit value gives the other.

As first written in Lean, the proof fails:

```lean
import Mathlib

open Filter Topology Set

namespace TwoPointScatterers

noncomputable section

/-- Three-dimensional physical space. -/
abbrev Space := EuclideanSpace ℝ (Fin 3)

/-- The decaying spherical wave `exp(-κ r)/r` at distance `r > 0` from its source. -/
def decayingWave (κ r : ℝ) : ℝ := Real.exp (-κ * r) / r

/-- Superposition of the decaying waves sent out by scatterers at `R₁` and `R₂` with amplitudes
`c₁` and `c₂`, for points `x` away from both scatterers. -/
def wave (κ : ℝ) (R₁ R₂ : Space) (c₁ c₂ : ℝ) (x : Space) : ℝ :=
  c₁ * decayingWave κ (dist x R₁) + c₂ * decayingWave κ (dist x R₂)

/-- Bethe-Peierls contact condition for scattering length `a ≠ 0`: near the scatterer at `R` the
wave behaves as `c (1/r - 1/a)`, up to terms that vanish with the distance `r`. -/
def ContactCondition (a : ℝ) (R : Space) (c : ℝ) (ψ : Space → ℝ) : Prop :=
  Tendsto (fun x => ψ x - c / dist x R) (𝓝[≠] R) (𝓝 (-(c / a)))

/-- Once the singular term `c₁/r` is removed, the wave at the first scatterer tends to `-κ c₁`
plus the wave arriving from the second scatterer. -/
theorem wave_regular_part (κ c₁ c₂ : ℝ) {R₁ R₂ : Space} (hR : R₁ ≠ R₂) :
    Tendsto (fun x => wave κ R₁ R₂ c₁ c₂ x - c₁ / dist x R₁) (𝓝[≠] R₁)
      (𝓝 (c₁ * (-κ) + c₂ * decayingWave κ (dist R₁ R₂))) := by
  -- the own wave: a difference quotient of the exponential at zero distance
  have hder : HasDerivAt (fun r : ℝ => Real.exp (-κ * r)) (-κ) 0 := by
    have h := ((hasDerivAt_id (0 : ℝ)).const_mul (-κ)).exp
    simpa using h
  have hslope := hasDerivAt_iff_tendsto_slope_zero.1 hder
  have hdist : Tendsto (fun x : Space => dist x R₁) (𝓝[≠] R₁) (𝓝[≠] 0) := by
    refine tendsto_nhdsWithin_iff.2 ⟨?_, ?_⟩
    · have hc : Continuous fun x : Space => dist x R₁ := by fun_prop
      have h := hc.tendsto R₁
      rw [dist_self] at h
      exact h.mono_left nhdsWithin_le_nhds
    · filter_upwards [self_mem_nhdsWithin] with x hx
      exact dist_ne_zero.2 hx
  -- the wave of the other scatterer is continuous here
  have hother : Tendsto (fun x : Space => decayingWave κ (dist x R₂)) (𝓝[≠] R₁)
      (𝓝 (decayingWave κ (dist R₁ R₂))) := by
    have hc : ContinuousAt (fun x : Space => Real.exp (-κ * dist x R₂) / dist x R₂) R₁ :=
      ContinuousAt.div (by fun_prop) (by fun_prop) (dist_ne_zero.2 hR)
    exact hc.tendsto.mono_left nhdsWithin_le_nhds
  refine (((hslope.comp hdist).const_mul c₁).add (hother.const_mul c₂)).congr fun x => ?_
  simp only [Function.comp_apply, wave, decayingWave, smul_eq_mul, zero_add, mul_zero,
    Real.exp_zero]
  ring

/-- The contact condition at the first scatterer is the multiple-scattering equation
`(κ - 1/a) c₁ = c₂ exp(-κ d)/d`, with `d` the distance of the scatterers. -/
theorem contact_iff (a κ c₁ c₂ : ℝ) {R₁ R₂ : Space} (hR : R₁ ≠ R₂) :
    ContactCondition a R₁ c₁ (wave κ R₁ R₂ c₁ c₂) ↔
      (κ - 1 / a) * c₁ = decayingWave κ (dist R₁ R₂) * c₂ := by
  have hlim := wave_regular_part κ c₁ c₂ hR
  haveI : NeBot (𝓝[≠] R₁) := Module.punctured_nhds_neBot ℝ Space R₁
  constructor
  · intro h
    have e := tendsto_nhds_unique h hlim
    linear_combination -e
  · intro h
    have e : -(c₁ / a) = c₁ * (-κ) + c₂ * decayingWave κ (dist R₁ R₂) := by
      linear_combination -h
    unfold ContactCondition
    rw [e]
    exact hlim

end

end TwoPointScatterers
```

Lean reports:

```
Main.lean:60:2: warning: Try this: 
  haveI̵

The goal is a proposition, so `have` is preferred over `haveI`.
The difference between `have` and `haveI` is that `haveI` inlines the value.
But this is not relevant for proofs because of proof irrelevance.

Note: This linter can be disabled with `set_option linter.style.haveILetI false`
Main.lean:64:4: error: ring failed, ring expressions not equal
a κ c₁ c₂ : ℝ
R₁ R₂ : Space
hR : R₁ ≠ R₂
hlim :
  Tendsto (fun x => wave κ R₁ R₂ c₁ c₂ x - c₁ / dist x R₁) (𝓝[≠] R₁) (𝓝 (c₁ * -κ + c₂ * decayingWave κ (dist R₁ R₂)))
this : (𝓝[≠] R₁).NeBot
h : ContactCondition a R₁ c₁ (wave κ R₁ R₂ c₁ c₂)
e : -(c₁ / a) = c₁ * -κ + c₂ * decayingWave κ (dist R₁ R₂)
⊢ κ * c₁ * 2 - a⁻¹ * c₁ * 2 - decayingWave κ (dist R₁ R₂) * c₂ * 2 = 0
Main.lean:67:6: error: ring failed, ring expressions not equal
a κ c₁ c₂ : ℝ
R₁ R₂ : Space
hR : R₁ ≠ R₂
hlim :
  Tendsto (fun x => wave κ R₁ R₂ c₁ c₂ x - c₁ / dist x R₁) (𝓝[≠] R₁) (𝓝 (c₁ * -κ + c₂ * decayingWave κ (dist R₁ R₂)))
this : (𝓝[≠] R₁).NeBot
h : (κ - 1 / a) * c₁ = decayingWave κ (dist R₁ R₂) * c₂
⊢ -(c₁ * a⁻¹ * 2) + c₁ * κ * 2 - c₂ * decayingWave κ (dist R₁ R₂) * 2 = 0
```

As a diff, the version that Lean accepts:

```diff
@@ -58,12 +58,12 @@
       (κ - 1 / a) * c₁ = decayingWave κ (dist R₁ R₂) * c₂ := by
   have hlim := wave_regular_part κ c₁ c₂ hR
-  haveI : NeBot (𝓝[≠] R₁) := Module.punctured_nhds_neBot ℝ Space R₁
+  have : NeBot (𝓝[≠] R₁) := Module.punctured_nhds_neBot ℝ Space R₁
   constructor
   · intro h
     have e := tendsto_nhds_unique h hlim
-    linear_combination -e
+    linear_combination e
   · intro h
     have e : -(c₁ / a) = c₁ * (-κ) + c₂ * decayingWave κ (dist R₁ R₂) := by
-      linear_combination -h
+      linear_combination h
     unfold ContactCondition
     rw [e]
```

What went wrong. Both errors come from a wrong sign in `linear_combination`. This tactic subtracts the given combination of hypotheses from the goal, left side minus right side in each, and asks `ring` to show that the result is zero. In the first direction, left minus right is κ`c₁` - `c₁`/`a` - `c₂` exp(-κd)/d for the goal and for `e` alike, so the coefficient must be +1. With `-e` the two expressions add instead of cancelling, which is why every term left over in the message carries a factor 2. In the second direction `e` is the goal and `h` the hypothesis, and the same happens with `-h`. Writing `linear_combination e` and `linear_combination h` makes the differences cancel.

The warning about `haveI` is a matter of style: the goal is a proposition, so `have` serves equally well. That change is mere tidying.
